# The Dyson–Maleev operators of one boson mode obey the spin commutation relations with Casimir value S(S+1)

Suppose a spin of length $S$ is replaced by a boson mode in the simplest way. Let $a$ annihilate a magnon, let $b$ create one, with $ab-ba=1$, and let $n=ba$ count magnons. Set $S^z=S-n$, $S^+=\sqrt{2S}\,a$ and $S^-=\sqrt{2S}\,b$. Then
$$[S^+,S^-]=2S,\qquad\text{whereas a spin requires}\qquad [S^+,S^-]=2S^z=2S-2n .$$
The commutator is wrong by $2n$. The squared spin is wrong too: $(S^z)^2+\tfrac12(S^+S^-+S^-S^+)$ comes out as $S(S+1)+n^2$, so the spin length is wrong as soon as one magnon is present. These errors enter at the order at which magnons interact.

The Dyson–Maleev map removes both errors with polynomial expressions in $a$ and $b$, at the price that $S^+$ and $S^-$ are no longer adjoints of each other. It serves spin-wave theory as a starting point for magnon interactions; what follows treats a single site, without a Hamiltonian. The word magnon here means one unit of spin deviation on that site; the magnons of a crystal are collective excitations built from such deviations on many sites.

## Bosons as elements of a real algebra

The derivation uses only sums, products, real multiples and the relation $ab-ba=1$. The operators are therefore taken from an arbitrary real algebra `A`, not necessarily commutative. Boson operators on a complex Hilbert space are included once they are restricted to a common domain that they map into itself, since a complex algebra is also a real one. No inner product is assumed, and $b$ is not required to be the adjoint of $a$.

```lean
import Mathlib

open Polynomial

namespace DysonMaleev

noncomputable section

variable {A : Type*} [Ring A] [Algebra ℝ A]
```

The number operator is the product $n=ba$.

```lean
/-- The magnon number operator `n = a' a`, with `b` in the role of `a'`. -/
def number (a b : A) : A := b * a
```

The raising operator carries the whole correction factor:
$$S^+=(2S-n)\,a .$$
In Lean a real number enters the algebra as a multiple of the identity, so $2S$ appears as `(2 * S) • (1 : A)`.

```lean
/-- The Dyson-Maleev raising operator `S+ = (2S - n) a`. -/
def spinPlus (S : ℝ) (a b : A) : A := ((2 * S) • (1 : A) - number a b) * a
```

The lowering operator is the bare creation operator, $S^-=b$. Another common form, for $S>0$, has $S^-=\sqrt{2S}\,b$ and $S^+=(2S-n)\,a/\sqrt{2S}$; this rescaling leaves the products $S^+S^-$ and $S^-S^+$ unchanged, and with them the spin algebra.

```lean
/-- The Dyson-Maleev lowering operator `S- = b`, where `b` stands for the boson creation operator.
-/
def spinMinus (b : A) : A := b
```

The projection is $S^z=S-n$, in units with $\hbar=1$. The magnon vacuum is thus the fully polarised state with $S^z=S$, and each magnon lowers the projection by one.

```lean
/-- The spin projection `Sz = S - n`. -/
def spinZ (S : ℝ) (a b : A) : A := S • (1 : A) - number a b
```

## Moving the number operator past a magnon operator

From $ab=ba+1$,
$$an=(ab)a=(ba+1)a=na+a,\qquad nb=b(ab)=b(ba+1)=bn+b .$$
The hypothesis `h : a * b - b * a = 1` is the canonical commutation relation. Physically it says that the magnons are bosons in a mode whose occupation has no upper limit. The real scalars play no part in this step, so the lemma holds in any ring. Its proof regroups each product, substitutes $ab=ba+1$ and expands.

```lean
omit [Algebra ℝ A] in
/-- Moving the number operator `n = b a` past a magnon operator: if `a b - b a = 1`, then `a n = n a
+ a` and `n b = b n + b`. -/
theorem number_shift {a b : A} (h : a * b - b * a = 1) :
    a * number a b = number a b * a + a ∧ number a b * b = b * number a b + b := by
  have hab : a * b = b * a + 1 := sub_eq_iff_eq_add'.mp h
  unfold number
  constructor
  · rw [← mul_assoc, hab, add_mul, one_mul]
  · rw [mul_assoc, hab, mul_add, mul_one]
```

## The ladder products depend only on the magnon number

Since $ab=n+1$, the first product is immediate:
$$S^+S^-=(2S-n)\,ab=(2S-n)(n+1).$$
For the second, $b$ has to pass through the factor $2S-n$. With $bn=nb-b$,
$$S^-S^+=b(2S-n)a=2S\,ba-(nb-b)a=2Sn-n^2+n=(2S-n+1)\,n .$$
The `calc` block follows this second line: it expands, replaces $bn$ by $nb-b$, and collects terms. The tactic `module` does the collecting, by comparing the real coefficients of the products that remain.

```lean
/-- If `a b - b a = 1`, the two products of the ladder operators are functions of `n = b a`: `S+ S-
= (2S - n)(n + 1)` and `S- S+ = (2S - n + 1) n`. -/
theorem ladder_products (S : ℝ) {a b : A} (h : a * b - b * a = 1) :
    spinPlus S a b * spinMinus b
        = ((2 * S) • (1 : A) - number a b) * (number a b + 1) ∧
      spinMinus b * spinPlus S a b
        = ((2 * S) • (1 : A) - number a b + 1) * number a b := by
  have hab : a * b = number a b + 1 := sub_eq_iff_eq_add'.mp h
  have hb : b * number a b = number a b * b - b :=
    eq_sub_of_add_eq (number_shift h).2.symm
  constructor
  · change ((2 * S) • (1 : A) - number a b) * a * b = _
    rw [mul_assoc, hab]
  · -- carry the creation operator through the factor `2S - n`
    calc b * (((2 * S) • (1 : A) - number a b) * a)
        = (2 * S) • (b * a) - (b * number a b) * a := by
          simp only [sub_mul, mul_sub, smul_mul_assoc, mul_smul_comm, one_mul, mul_assoc]
      _ = ((2 * S) • (1 : A) - number a b + 1) * (b * a) := by
          rw [hb]
          simp only [sub_mul, add_mul, smul_mul_assoc, one_mul, mul_assoc]
          module
```

## The spin algebra and the Casimir identity

Subtracting the two ladder products gives
$$[S^+,S^-]=(2S-n)(n+1)-(2S-n+1)n=2S-2n=2S^z .$$
The shift rules say that $[n,a]=-a$ and $[n,b]=b$. Because $n$ commutes with $2S-n$,
$$[S^z,S^+]=-(2S-n)[n,a]=(2S-n)a=S^+,\qquad [S^z,S^-]=-[n,b]=-S^- .$$
For the squared spin, the usual symmetric form $(S^z)^2+\tfrac12(S^+S^-+S^-S^+)$ equals $S^-S^++(S^z)^2+S^z$ by the first commutator. Then
$$S^-S^++(S^z)^2+S^z=(2Sn-n^2+n)+(S^2-2Sn+n^2)+(S-n)=S(S+1).$$

The theorem states these four identities as one conjunction, for every real $S$: nothing at the level of the algebra demands that $2S$ be a whole number. The four parts of the proof follow the four computations. Each expands the products, uses the ladder products or a shift rule where $n$ must be moved, and leaves a linear identity to `module`.

```lean
/-- Dyson-Maleev map: for every real `S`, a boson pair with `[a, a'] = 1` gives operators
with `[S+, S-] = 2 Sz`, `[Sz, S+] = S+`, `[Sz, S-] = -S-` and
`S- S+ + Sz² + Sz = S(S + 1)`. -/
theorem dyson_maleev (S : ℝ) {a b : A} (h : a * b - b * a = 1) :
    spinPlus S a b * spinMinus b - spinMinus b * spinPlus S a b
        = (2 : ℝ) • spinZ S a b ∧
      spinZ S a b * spinPlus S a b - spinPlus S a b * spinZ S a b = spinPlus S a b ∧
      spinZ S a b * spinMinus b - spinMinus b * spinZ S a b = -spinMinus b ∧
      spinMinus b * spinPlus S a b + spinZ S a b * spinZ S a b + spinZ S a b
        = (S * (S + 1)) • (1 : A) := by
  obtain ⟨han, hnb⟩ := number_shift h
  obtain ⟨hpm, hmp⟩ := ladder_products S h
  refine ⟨?_, ?_, ?_, ?_⟩
  · rw [hpm, hmp]
    simp only [spinZ, sub_mul, add_mul, mul_add, smul_mul_assoc, one_mul, mul_one]
    module
  · simp only [spinZ, spinPlus, sub_mul, mul_sub, mul_add, smul_mul_assoc,
      mul_smul_comm, one_mul, mul_one, mul_assoc, han]
    module
  · simp only [spinZ, spinMinus, sub_mul, mul_sub, smul_mul_assoc,
      mul_smul_comm, one_mul, mul_one, hnb]
    module
  · rw [hmp]
    simp only [spinZ, sub_mul, add_mul, mul_sub, smul_mul_assoc,
      mul_smul_comm, one_mul, mul_one]
    module
```

The relation $ab-ba=1$ has no solution in real or complex matrices of finite positive size, because the trace of the left side is zero and that of the right side is not. A numerical calculation with a truncated boson matrix therefore does not satisfy the hypothesis exactly.

## Polynomials as an explicit Fock space

An infinite-dimensional space does satisfy the relation. Take real polynomials in $X$, with $X^k$ standing for the state of $k$ magnons. Annihilation is the derivative $d/dX$. The type `Module.End ℝ ℝ[X]` is the algebra of linear maps from polynomials to polynomials, in which multiplication is composition.

```lean
/-- Magnon annihilation on polynomials: the derivative `d/dX`. -/
def annihilate : Module.End ℝ ℝ[X] := derivative
```

Creation is multiplication by $X$.

```lean
/-- Magnon creation on polynomials: multiplication by `X`. -/
def create : Module.End ℝ ℝ[X] := LinearMap.mulLeft ℝ (X : ℝ[X])
```

The product rule gives, for every polynomial $p$,
$$\frac{d}{dX}(Xp)-X\frac{dp}{dX}=p .$$
This is the boson relation, so the previous theorem applies to these two operators. The proof tests the operator equation on an arbitrary `p` and uses the same product rule.

```lean
/-- The derivative and multiplication by `X` obey the boson relation `[a, a'] = 1`. -/
theorem boson_witness : annihilate * create - create * annihilate = 1 := by
  refine LinearMap.ext fun p => ?_
  change derivative (X * p) - X * derivative p = p
  rw [derivative_mul, derivative_X]
  ring
```

The number operator becomes $X\,d/dX$, and
$$X\frac{d}{dX}X^k=kX^k .$$
The case $k=0$ is treated separately in the proof, so that no power $X^{k-1}$ has to be interpreted there.

```lean
/-- The operator `X d/dX` counts the magnons in the state `X^k`. -/
theorem count_magnons (k : ℕ) :
    (X : ℝ[X]) * derivative (X ^ k) = (k : ℝ[X]) * X ^ k := by
  cases k with
  | zero => simp
  | succ k =>
    rw [derivative_X_pow, Nat.add_sub_cancel, map_natCast]
    ring
```

## The amplitude for removing a magnon

As a differential operator, $S^+=2S\,\dfrac{d}{dX}-X\dfrac{d^2}{dX^2}$. The first derivative of $X^{k+1}$ is $(k+1)X^k$, and the counting rule turns $X\,d/dX$ acting on $X^k$ into the factor $k$. Hence
$$S^+X^{k+1}=2S(k+1)X^k-(k+1)kX^k=(k+1)(2S-k)\,X^k .$$

The states $X^k$ are unnormalised. With $|k\rangle=X^k/\sqrt{k!}$, the usual boson normalisation, the result reads
$$S^+|k+1\rangle=\sqrt{k+1}\,(2S-k)\,|k\rangle,\qquad S^-|k\rangle=\sqrt{k+1}\,|k+1\rangle .$$
A Hermitian spin has the amplitude $\sqrt{(k+1)(2S-k)}$ in both directions for $0\le k<2S$. The Dyson–Maleev map keeps the product of the two amplitudes but, in the scaling used here, divides it unequally between them, except when $2S-k=1$, where both are $\sqrt{k+1}$.

In the proof, `h1` and `h2` supply the derivatives, and `linear_combination` inserts the counting rule with the factor $k+1$.

```lean
/-- The raising operator removes one magnon from the state `X^(k+1)`, with amplitude
`(k + 1)(2S - k)`. -/
theorem spinPlus_magnon_state (S : ℝ) (k : ℕ) :
    spinPlus S annihilate create (X ^ (k + 1))
      = (((k : ℝ) + 1) * (2 * S - k)) • (X : ℝ[X]) ^ k := by
  change (2 * S) • derivative ((X : ℝ[X]) ^ (k + 1))
    - X * derivative (derivative ((X : ℝ[X]) ^ (k + 1))) = _
  have h1 : derivative ((X : ℝ[X]) ^ (k + 1)) = ((k : ℝ[X]) + 1) * X ^ k := by
    rw [derivative_X_pow, Nat.add_sub_cancel, map_natCast, Nat.cast_add, Nat.cast_one]
  have h2 : derivative (((k : ℝ[X]) + 1) * X ^ k)
      = ((k : ℝ[X]) + 1) * derivative (X ^ k) := by
    simp only [derivative_mul, derivative_add, derivative_natCast, derivative_one]
    ring
  rw [h1, h2]
  simp only [smul_eq_C_mul, map_mul, map_sub, map_add, map_one, map_natCast]
  linear_combination (-((k : ℝ[X]) + 1)) * count_magnons k
```

The factor $k+1$ is never zero, and neither is $X^k$. The amplitude therefore vanishes exactly when $2S=k$:
$$S^+X^{k+1}=0\iff 2S=k .$$
The statement concerns states with at least one magnon; the vacuum $X^0$ is annihilated for every $S$, because its derivative is zero. For a spin with $2S=N$, where $N$ is a natural number, the state with $N+1$ magnons is annihilated. This is the first state beyond the $N+1$ physical ones, which hold $0,1,\dots,N$ magnons.

```lean
/-- The raising operator annihilates the state with `k + 1` magnons exactly when
`2S = k`. -/
theorem spinPlus_kills_iff (S : ℝ) (k : ℕ) :
    spinPlus S annihilate create (X ^ (k + 1)) = 0 ↔ 2 * S = k := by
  have hk : (k : ℝ) + 1 ≠ 0 := by positivity
  have hX : (X : ℝ[X]) ^ k ≠ 0 := pow_ne_zero k X_ne_zero
  rw [spinPlus_magnon_state, smul_eq_zero, or_iff_left hX, mul_eq_zero,
    or_iff_right hk, sub_eq_zero]
```

## States with too many magnons stay among themselves

The boson space is larger than the space of a spin. For $2S=N$, the surplus consists of combinations of $X^{N+1},X^{N+2},\dots$, that is, of the polynomials divisible by $X^{N+1}$. All three spin operators map this surplus into itself.

Write $p=X^{N+1}q$ and differentiate:
$$p'=X^N r,\qquad r=(N+1)q+Xq',\qquad r'=(N+2)q'+Xq'' .$$
A second derivative, multiplied by $X$, gives
$$Xp''=X(X^N)'\,r+X^{N+1}r'=N X^N r+X^{N+1}r' .$$
In $S^+p=Np'-Xp''$ the terms of order $X^N$ cancel:
$$S^+p=N X^N r-N X^N r-X^{N+1}r'=-X^{N+1}r' .$$
The other two operators are simpler:
$$S^-p=X^{N+1}(Xq),\qquad S^zp=X^{N+1}\Bigl(\tfrac N2\,q-r\Bigr).$$

The formal statement expresses membership in the surplus by the divisibility `X ^ (N + 1) ∣ p`, and sets the spin to `(N : ℝ) / 2`. The proof names the three quotients found above: $-r'$, $Xq$ and $\tfrac N2 q-r$. Here `h1` is the formula for $p'$ and `h2` the one for $r'$, while `count_magnons N` provides $X(X^N)'=NX^N$, which makes the cancellation valid for $N=0$ as well.

```lean
/-- For spin `S = N/2`, all three spin operators map states with more than `N` magnons
(polynomials divisible by `X^(N+1)`) to states of the same kind. -/
theorem unphysical_states_invariant (N : ℕ) {p : ℝ[X]} (hp : X ^ (N + 1) ∣ p) :
    X ^ (N + 1) ∣ spinPlus ((N : ℝ) / 2) annihilate create p ∧
      X ^ (N + 1) ∣ spinMinus create p ∧
      X ^ (N + 1) ∣ spinZ ((N : ℝ) / 2) annihilate create p := by
  obtain ⟨q, rfl⟩ := hp
  have h1 : derivative ((X : ℝ[X]) ^ (N + 1) * q)
      = X ^ N * (((N : ℝ[X]) + 1) * q + X * derivative q) := by
    rw [derivative_mul, derivative_X_pow, Nat.add_sub_cancel, map_natCast,
      Nat.cast_add, Nat.cast_one]
    ring
  have h2 : derivative (((N : ℝ[X]) + 1) * q + X * derivative q)
      = ((N : ℝ[X]) + 2) * derivative q + X * derivative (derivative q) := by
    simp only [derivative_add, derivative_mul, derivative_natCast, derivative_one,
      derivative_X]
    ring
  refine ⟨?_, ?_, ?_⟩
  · -- the terms of order `X^N` cancel because `2S = N`
    refine ⟨-(((N : ℝ[X]) + 2) * derivative q + X * derivative (derivative q)), ?_⟩
    change (2 * ((N : ℝ) / 2)) • derivative ((X : ℝ[X]) ^ (N + 1) * q)
      - X * derivative (derivative ((X : ℝ[X]) ^ (N + 1) * q)) = _
    have hN : 2 * ((N : ℝ) / 2) = N := by ring
    rw [hN, h1, derivative_mul, h2, smul_eq_C_mul, map_natCast]
    linear_combination
      (-(((N : ℝ[X]) + 1) * q + X * derivative q)) * count_magnons N
  · exact ⟨X * q, by change X * (X ^ (N + 1) * q) = _; ring⟩
  · refine ⟨C ((N : ℝ) / 2) * q - (((N : ℝ[X]) + 1) * q + X * derivative q), ?_⟩
    change ((N : ℝ) / 2) • ((X : ℝ[X]) ^ (N + 1) * q)
      - X * derivative ((X : ℝ[X]) ^ (N + 1) * q) = _
    rw [h1, smul_eq_C_mul]
    ring

end

end DysonMaleev
```

The invariance runs in one direction only. The lowering operator sends the last physical state $X^N$ to $X^{N+1}$, which is not zero, so the physical states can leak into the surplus. What has leaked cannot return under the spin operators, and components with more than $N$ magnons may thus be discarded after each operation without affecting the physical part.

## Spin one-half

The smallest nonzero spin has $N=1$. Its physical states are $1$ (spin up) and $X$ (spin down), both already normalised. The formulas give
$$S^+1=0,\quad S^+X=1,\quad S^-1=X,\quad S^-X=X^2,\quad S^z1=\tfrac12,\quad S^zX=-\tfrac12X .$$
If multiples of $X^2$ are discarded, these are the usual spin-½ matrices, and the unequal division of amplitudes is not visible. That nothing returns from the surplus can be seen directly, since $S^+X^2=2(1-1)X=0$: the doubly occupied state, which a spin one-half does not possess, is not raised back to spin down.

```lean
#print axioms DysonMaleev.dyson_maleev
#print axioms DysonMaleev.spinPlus_kills_iff
#print axioms DysonMaleev.unphysical_states_invariant
```

```
'DysonMaleev.dyson_maleev' depends on axioms: [propext, Classical.choice, Quot.sound]
'DysonMaleev.spinPlus_kills_iff' depends on axioms: [propext, Classical.choice, Quot.sound]
'DysonMaleev.unphysical_states_invariant' depends on axioms: [propext, Classical.choice, Quot.sound]
```
